# Discarding empty levels keeps the band energy but can change the off-diagonal ICOHP

Suppose a Hamiltonian in local orbitals is rebuilt from a limited number of its eigenpairs, and the result is checked by comparing band energies. The check succeeds as soon as all occupied levels are included, yet the bond energies read from the same matrix can be wrong. For two electrons in two orbitals with on-site energy $0$ and coupling $-1$, the lower level alone reproduces the band energy $-2$, but it gives an off-diagonal ICOHP (integrated crystal orbital Hamilton population, here with each pair of orbitals counted in both orders) of $-1$ instead of $-2$.

For a finite, non-interacting model with orthonormal orbitals, the error has a closed form when all occupied levels are kept: it is a weighted sum of the discarded energies. In such a model, agreement of the band energy therefore does not show that enough empty bands were kept for a bond analysis.

## Levels, density matrix and bond sum

Let $\mu,\nu$ label the local orbitals and let $H$ be the real Hamiltonian matrix. Level $i$ has energy $e_i$ and coefficients $u_i(\mu)$, written `e i` and `u i μ` in Lean. Levels and orbitals are indexed by the same finite type `n`, so there are as many levels as orbitals.

```lean
import Mathlib

open Matrix

namespace TruncatedBandsICOHP

noncomputable section

variable {n : Type*} [Fintype n] [DecidableEq n]

/-- The vectors `u i` are orthonormal eigenvectors of `H` with energies `e i`, as many as there
are local orbitals. -/
structure IsBandBasis (H : Matrix n n ℝ) (e : n → ℝ) (u : n → n → ℝ) : Prop where
  eigen : ∀ i, H *ᵥ u i = e i • u i
  orthonormal : ∀ i j, u i ⬝ᵥ u j = if i = j then 1 else 0
```

The two fields of `IsBandBasis` are the first two hypotheses: the eigenvalue equations and orthonormality. Symmetry of $H$ is not assumed separately, because it follows from them.

For a set $K$ of kept levels and a set $O$ of doubly occupied ones, define

$$H_K=\sum_{i\in K}e_i\,u_iu_i^T,\qquad P=2\sum_{i\in O}u_iu_i^T .$$

```lean
/-- The Hamiltonian rebuilt from the bands in `K` only: the sum of `e i` times the outer product of
`u i` with itself, which is the projector on band `i` if `u i` is normalised. -/
def rebuilt (e : n → ℝ) (u : n → n → ℝ) (K : Finset n) : Matrix n n ℝ :=
  ∑ i ∈ K, e i • vecMulVec (u i) (u i)

/-- Twice the sum of the outer products of `u i` with itself over `O`. For orthonormal `u i`, this
is the density matrix with two electrons in each band of `O`. -/
def density (u : n → n → ℝ) (O : Finset n) : Matrix n n ℝ :=
  (2 : ℝ) • ∑ i ∈ O, vecMulVec (u i) (u i)
```

The off-diagonal ICOHP is $\sum_{\mu\ne\nu}P_{\mu\nu}H_{\nu\mu}$, and negative values mean bonding. The sum runs over ordered pairs of distinct orbitals, so each pair enters twice. If an atom carries several orbitals, pairs on the same atom are included too. The theorems concern this total and not single bonds.

```lean
/-- The total off-diagonal ICOHP: density matrix times Hamiltonian, summed over all ordered
pairs of distinct orbitals. -/
def icohp (P H : Matrix n n ℝ) : ℝ :=
  ∑ μ, ∑ ν, if μ = ν then 0 else P μ ν * H ν μ
```

The orbitals have no overlap matrix, and everything is real. Complex Bloch states, non-orthogonal atomic orbitals and losses in projecting plane waves onto local orbitals lie beyond this model.

One identity needs no hypothesis. The full double sum is $\operatorname{tr}(PH)$, so removing the terms with $\mu=\nu$ gives

$$\mathrm{ICOHP}(P,H)=\operatorname{tr}(PH)-\sum_\mu P_{\mu\mu}H_{\mu\mu}.$$

The proof does the same for each $\mu$: it writes the conditional term as the full product minus its diagonal part, then sums.

```lean
/-- The off-diagonal ICOHP is the band energy `tr (P H)` minus its on-site part. -/
theorem icohp_eq (P H : Matrix n n ℝ) :
    icohp P H = trace (P * H) - ∑ μ, P μ μ * H μ μ := by
  rw [icohp, Matrix.trace, ← Finset.sum_sub_distrib]
  refine Finset.sum_congr rfl fun μ _ => ?_
  have h : ∀ ν, (if μ = ν then 0 else P μ ν * H ν μ)
      = P μ ν * H ν μ - (if μ = ν then P μ ν * H ν μ else 0) := by
    intro ν
    split_ifs <;> simp
  rw [Finset.sum_congr rfl (fun ν _ => h ν), Finset.sum_sub_distrib]
  simp [Matrix.mul_apply]
```

## The energies and vectors belong to $H$

The field `eigen` says $Hu_i=e_iu_i$. Physically, the energies and the matrix must refer to the same Hamiltonian and the same energy zero.

By hand, the equation is used to recover $H$ from all its levels. Put the $u_i$ as rows into a square matrix $U$. Orthonormality is $UU^T=1$, and for a square matrix this implies $U^TU=1$, which is completeness: $\sum_i u_iu_i^T=1$. Hence

$$H=H\sum_i u_iu_i^T=\sum_i e_i\,u_iu_i^T .$$

In the proof, `hU` is orthonormality, `mul_eq_one_comm` turns it into completeness `hU'`, and `hH` uses `h.eigen` to replace $Hu_i$ by $e_iu_i$ entry by entry.

```lean
/-- If the bands are an orthonormal eigenbasis of `H`, keeping every band returns `H`. -/
theorem rebuilt_univ {H : Matrix n n ℝ} {e : n → ℝ} {u : n → n → ℝ}
    (h : IsBandBasis H e u) : rebuilt e u Finset.univ = H := by
  have hU : Matrix.of u * (Matrix.of u)ᵀ = 1 := by
    ext i j
    rw [Matrix.one_apply]
    exact h.orthonormal i j
  -- orthonormal rows of a square matrix are complete
  have hU' : (Matrix.of u)ᵀ * Matrix.of u = 1 := mul_eq_one_comm.mp hU
  have hH : rebuilt e u Finset.univ = H * (Matrix.of u)ᵀ * Matrix.of u := by
    ext μ ν
    rw [Matrix.mul_apply]
    simp only [rebuilt, Matrix.sum_apply, Matrix.smul_apply, vecMulVec_apply, smul_eq_mul]
    refine Finset.sum_congr rfl fun i _ => ?_
    have hi : (H * (Matrix.of u)ᵀ) μ i = e i * u i μ := congrFun (h.eigen i) μ
    rw [hi, Matrix.of_apply]
    ring
  rw [hH, Matrix.mul_assoc, hU', Matrix.mul_one]
```

Without the eigenvalue equations, even the band energy can fail. Take the two-orbital $H$ from the opening, with levels $-1$ and $+1$, and shift the energies to $0$ and $2$ so that the highest occupied level is the zero, while $H$ stays as it was. With the lower level filled and all levels kept, $\operatorname{tr}(PH_K)=0$, but $\operatorname{tr}(PH)=-2$. This and the other counter-examples that cite no theorem are plain arithmetic, separate from the Lean code.

## The levels are orthonormal

The field `orthonormal` says $u_i\cdot u_j=\delta_{ij}$. Each level is normalised, and different levels have no overlap. For a symmetric matrix, orthogonality is automatic between different energies, but within a degenerate level it has to be arranged.

Besides completeness, the derivation uses it in the trace of two projectors:

$$\operatorname{tr}(u_iu_i^Tu_ju_j^T)=(u_i\cdot u_j)^2=\delta_{ij}.$$

The first equality holds for any two real vectors. The lemma proves it by expanding both sides into the same double sum.

```lean
omit [DecidableEq n] in
/-- For any real vectors `a` and `b`, the trace of the product of their outer products `a aᵀ` and
`b bᵀ` is the square of their dot product. -/
theorem trace_projectors (a b : n → ℝ) :
    trace (vecMulVec a a * vecMulVec b b) = (a ⬝ᵥ b) ^ 2 := by
  simp only [Matrix.trace, Matrix.diag_apply, Matrix.mul_apply, vecMulVec_apply, dotProduct,
    sq, Finset.sum_mul_sum]
  exact Finset.sum_congr rfl fun _ _ => Finset.sum_congr rfl fun _ _ => by ring
```

If every occupied level is kept, so that $O\subseteq K$, this gives

$$\operatorname{tr}(PH_K)=2\sum_{i\in O}\sum_{j\in K}e_j(u_i\cdot u_j)^2=2\sum_{i\in O}e_i .$$

The next theorem assumes only orthonormality and $O\subseteq K$, since no Hamiltonian appears in it. For fixed occupied $i$, `Finset.sum_eq_single_of_mem` reduces the sum over $j$ to the term $j=i$, which exists because `hOK` puts $i$ in $K$. The two bullets then evaluate that term and show that the others vanish.

```lean
/-- For orthonormal bands, if all occupied bands are kept, the rebuilt Hamiltonian gives twice
the sum of the occupied levels as band energy. -/
theorem trace_density_rebuilt (e : n → ℝ) {u : n → n → ℝ}
    (hu : ∀ i j, u i ⬝ᵥ u j = if i = j then 1 else 0) {O K : Finset n} (hOK : O ⊆ K) :
    trace (density u O * rebuilt e u K) = 2 * ∑ i ∈ O, e i := by
  rw [density, rebuilt, Matrix.smul_mul, Matrix.trace_smul, Finset.sum_mul, Matrix.trace_sum,
    smul_eq_mul]
  congr 1
  refine Finset.sum_congr rfl fun i hi => ?_
  -- only the kept band `i` itself overlaps with the occupied band `i`
  rw [Finset.mul_sum, Matrix.trace_sum, Finset.sum_eq_single_of_mem i (hOK hi)]
  · rw [Matrix.mul_smul, Matrix.trace_smul, trace_projectors, hu]
    simp
  · intro j _ hj
    rw [Matrix.mul_smul, Matrix.trace_smul, trace_projectors, hu, if_neg hj.symm]
    simp
```

Normalised eigenvectors alone are not enough. Let $H$ be the $2\times2$ unit matrix, with $u_0=(1,0)$ and $u_1=(1,1)/\sqrt2$. Both are normalised eigenvectors with energy $1$, but $(u_0\cdot u_1)^2=1/2$. Filling level $0$ and keeping both gives $\operatorname{tr}(PH_K)=2(1+\tfrac12)=3$, whereas $\operatorname{tr}(PH)=2$.

## Every occupied level is kept

The hypothesis `hOK : O ⊆ K` means that only empty levels are discarded. The occupied ones need not be the lowest.

The result above does not depend on which empty levels $K$ contains. Applied once to $K$ and once to the set of all levels, where the rebuilt matrix is $H$, it gives $\operatorname{tr}(PH_K)=\operatorname{tr}(PH)$. The proof makes the same two applications.

```lean
/-- If the bands are an orthonormal eigenbasis of `H`, discarding empty bands leaves the band energy
unchanged. -/
theorem band_energy_preserved {H : Matrix n n ℝ} {e : n → ℝ} {u : n → n → ℝ}
    (h : IsBandBasis H e u) {O K : Finset n} (hOK : O ⊆ K) :
    trace (density u O * rebuilt e u K) = trace (density u O * H) := by
  have hall := trace_density_rebuilt e h.orthonormal (Finset.subset_univ O)
  rw [rebuilt_univ h] at hall
  rw [trace_density_rebuilt e h.orthonormal hOK, hall]
```

The ICOHP error must then come from the on-site part. By completeness,

$$H_{\mu\mu}-(H_K)_{\mu\mu}=\sum_{i\notin K}e_i\,u_i(\mu)^2 .$$

Subtracting the two ICOHP identities cancels the equal traces, and exchanging the sums gives

$$\mathrm{ICOHP}(P,H_K)-\mathrm{ICOHP}(P,H)=\sum_{i\notin K}e_i\sum_\mu P_{\mu\mu}\,u_i(\mu)^2 .$$

The weight of a discarded level is the electron population $P_{\mu\mu}$ averaged over that level. An empty level matters when it lives on populated orbitals and its energy is not zero.

In the proof, `hdiag` is the on-site difference, `herr` exchanges the sums, and `hsite` sums the on-site parts with their populations. After `icohp_eq` and `band_energy_preserved` have been inserted, `linarith` does the subtraction.

```lean
/-- If the bands are an orthonormal eigenbasis of `H`, discarding empty bands changes the
off-diagonal ICOHP by the sum of the discarded energies, each weighted by the orbital populations
`P μ μ` averaged over the discarded band. -/
theorem icohp_truncation_error {H : Matrix n n ℝ} {e : n → ℝ} {u : n → n → ℝ}
    (h : IsBandBasis H e u) {O K : Finset n} (hOK : O ⊆ K) :
    icohp (density u O) (rebuilt e u K) = icohp (density u O) H
      + ∑ i ∈ Kᶜ, e i * ∑ μ, density u O μ μ * u i μ ^ 2 := by
  -- on-site elements split into kept and discarded bands
  have hdiag : ∀ μ, H μ μ = rebuilt e u K μ μ + ∑ i ∈ Kᶜ, e i * u i μ ^ 2 := by
    intro μ
    conv_lhs => rw [← rebuilt_univ h]
    simp only [rebuilt, Matrix.sum_apply, Matrix.smul_apply, vecMulVec_apply, smul_eq_mul, ← sq]
    exact (Finset.sum_add_sum_compl K _).symm
  have herr : ∑ i ∈ Kᶜ, e i * ∑ μ, density u O μ μ * u i μ ^ 2
      = ∑ μ, density u O μ μ * ∑ i ∈ Kᶜ, e i * u i μ ^ 2 := by
    simp only [Finset.mul_sum]
    rw [Finset.sum_comm]
    exact Finset.sum_congr rfl fun _ _ => Finset.sum_congr rfl fun _ _ => by ring
  have hsite : ∑ μ, density u O μ μ * H μ μ = ∑ μ, density u O μ μ * rebuilt e u K μ μ
      + ∑ μ, density u O μ μ * ∑ i ∈ Kᶜ, e i * u i μ ^ 2 := by
    rw [← Finset.sum_add_distrib]
    refine Finset.sum_congr rfl fun μ _ => ?_
    rw [hdiag μ]
    ring
  rw [icohp_eq, icohp_eq, band_energy_preserved h hOK, herr]
  linarith
```

If occupied levels are discarded and their energies do not sum to zero, the band energy changes. In the two-orbital example, fill the lower level but keep only the upper one: $\operatorname{tr}(PH_K)=0$ instead of $-2$. The error formula fails as well. It would predict an ICOHP of $-2-1=-3$, but the rebuilt matrix has off-diagonal elements $-\tfrac12$ and gives $-1$.

## The first discarded level is not negative

The sign of the error needs further hypotheses. Number the levels from $0$ to $N-1$ in non-decreasing order (`he : Monotone e`), keep the $m$ lowest and fill the $k\le m$ lowest. Since `m : Fin N`, at least one level is discarded, and $e_m$ is the first of them. The condition `hm : 0 ≤ e m` places the energy zero at or below that level.

Every discarded $e_i$ then satisfies $e_i\ge e_m\ge0$. The populations $P_{\mu\mu}=2\sum_{i\in O}u_i(\mu)^2$ are nonnegative too, so the error is a sum of nonnegative terms. Truncation can only leave the total ICOHP unchanged or raise it, which makes the bonding look weaker.

The proof uses `hkm` to obtain $O\subseteq K$ for the error formula. It then uses `he` and `hm` for the energies, and sums of squares for the weights.

```lean
/-- Let the bands be an orthonormal eigenbasis of `H`, numbered by non-decreasing energy. Keep the
`m` lowest bands and fill the `k ≤ m` lowest. If the first discarded level is nonnegative, the
truncated ICOHP is never below the full one. -/
theorem icohp_le_of_lowest_bands {N : ℕ} {H : Matrix (Fin N) (Fin N) ℝ} {e : Fin N → ℝ}
    {u : Fin N → Fin N → ℝ} (h : IsBandBasis H e u) (he : Monotone e) {k m : Fin N}
    (hkm : k ≤ m) (hm : 0 ≤ e m) :
    icohp (density u (Finset.Iio k)) H
      ≤ icohp (density u (Finset.Iio k)) (rebuilt e u (Finset.Iio m)) := by
  rw [icohp_truncation_error h (Finset.Iio_subset_Iio hkm)]
  refine le_add_of_nonneg_right (Finset.sum_nonneg fun i hi => ?_)
  have hmi : m ≤ i := by simpa using hi
  refine mul_nonneg (hm.trans (he hmi)) (Finset.sum_nonneg fun μ _ => ?_)
  refine mul_nonneg ?_ (sq_nonneg _)
  -- orbital populations are nonnegative
  simp only [density, Matrix.smul_apply, Matrix.sum_apply, vecMulVec_apply, smul_eq_mul]
  exact mul_nonneg zero_le_two (Finset.sum_nonneg fun _ _ => mul_self_nonneg _)
```

The condition $k\le m$ serves here to make the error formula available; nothing above shows that the inequality needs it. The other two conditions do exclude failures:

- **Ordering.** Take three orbitals with $u_0=(1,1,1)/\sqrt3$ filled and kept, and discard levels with $e_1=0$ and $e_2=-3$. Each population is $2/3$, so the error is $\tfrac23(0-3)=-2$, although the first discarded level is not negative.
- **Energy zero.** With ordered levels, a negative $e_m$ can make the error negative, as the two-orbital family below shows at $a=-3$.

## Two orbitals with an adjustable energy zero

Let both on-site energies be $a$ and the coupling $-1$. The levels are $e_0=a-1$, in phase, and $e_1=a+1$, out of phase, with normalised vectors $(1,\pm1)/\sqrt2$.

```lean
/-- The two-orbital Hamiltonian with on-site energy `a` and coupling `-1`. -/
def dimer (a : ℝ) : Matrix (Fin 2) (Fin 2) ℝ := !![a, -1; -1, a]

/-- The normalised in-phase and out-of-phase combinations of two orbitals. -/
def dimerOrbital : Fin 2 → Fin 2 → ℝ :=
  ![![√2 / 2, √2 / 2], ![√2 / 2, -(√2 / 2)]]
```

The next theorem confirms that these satisfy both fields of `IsBandBasis` for every $a$, by checking each component and each pair of levels.

```lean
/-- The in-phase and out-of-phase combinations are a band basis of the dimer, with energies
`a - 1` and `a + 1`. -/
theorem isBandBasis_witness (a : ℝ) :
    IsBandBasis (dimer a) ![a - 1, a + 1] dimerOrbital := by
  have h2 : √2 / 2 * (√2 / 2) = (1 / 2 : ℝ) := by
    nlinarith [Real.mul_self_sqrt (show (0 : ℝ) ≤ 2 by norm_num)]
  constructor
  · intro i
    ext μ
    fin_cases i <;> fin_cases μ <;>
      simp [dimer, dimerOrbital, Matrix.mulVec, dotProduct, Fin.sum_univ_two] <;> ring
  · intro i j
    fin_cases i <;> fin_cases j <;>
      simp [dimerOrbital, dotProduct, Fin.sum_univ_two] <;> linarith
```

Fill level $0$ and keep only that one. Then

$$P=\begin{pmatrix}1&1\\1&1\end{pmatrix},\qquad H_{\{0\}}=\frac{a-1}{2}\begin{pmatrix}1&1\\1&1\end{pmatrix}.$$

For $a=0$, every element of the rebuilt matrix is $-\tfrac12$. Its band energy is $4\cdot(-\tfrac12)=-2$, which is correct, but only half of it is off-diagonal: $2\cdot(-\tfrac12)=-1$. The original matrix has no on-site energy, and its off-diagonal part is $2\cdot(-1)=-2$. The error formula agrees: the discarded energy is $+1$, and its weight is $1\cdot\tfrac12+1\cdot\tfrac12=1$.

For general $a$, the full ICOHP stays at $-2$, while the truncated one is $a-1$. A common shift of the on-site energies changes no bond, yet it changes the truncated result. At $a=-1$ the discarded level lies at zero and the value is correct; at $a=-3$ it is $-4$, and the bonding is overestimated.

The proof of `dimer_icohp` first computes the in-phase projector, `hv`, whose four elements are $\tfrac12$, and then evaluates both double sums directly.

```lean
/-- With the lower level of the dimer doubly filled, the full ICOHP is `-2` for every on-site
energy `a`, while the Hamiltonian rebuilt from that level alone gives `a - 1`. -/
theorem dimer_icohp (a : ℝ) :
    icohp (density dimerOrbital {0}) (dimer a) = -2 ∧
      icohp (density dimerOrbital {0}) (rebuilt ![a - 1, a + 1] dimerOrbital {0}) = a - 1 := by
  have h2 : √2 / 2 * (√2 / 2) = (1 / 2 : ℝ) := by
    nlinarith [Real.mul_self_sqrt (show (0 : ℝ) ≤ 2 by norm_num)]
  -- the projector on the in-phase combination
  have hv : vecMulVec (dimerOrbital 0) (dimerOrbital 0) = !![1 / 2, 1 / 2; 1 / 2, 1 / 2] := by
    ext i j
    fin_cases i <;> fin_cases j <;> simp [dimerOrbital, vecMulVec_apply] <;> linarith
  simp only [density, rebuilt, Finset.sum_singleton, hv]
  constructor <;> simp [icohp, Fin.sum_univ_two, dimer] <;> ring

end

end TruncatedBandsICOHP
```

```lean
#print axioms TruncatedBandsICOHP.icohp_truncation_error
-- 'TruncatedBandsICOHP.icohp_truncation_error' depends on axioms: [propext, Classical.choice, Quot.sound]
#print axioms TruncatedBandsICOHP.icohp_le_of_lowest_bands
-- 'TruncatedBandsICOHP.icohp_le_of_lowest_bands' depends on axioms: [propext, Classical.choice, Quot.sound]
#print axioms TruncatedBandsICOHP.dimer_icohp
-- 'TruncatedBandsICOHP.dimer_icohp' depends on axioms: [propext, Classical.choice, Quot.sound]
```
